# The squared coupling between two basis states is at most the product of their mean energies' heights above the ground-state energy

The lemma `level_repulsion` concerns a finite Hermitian matrix `A`, read as a Hamiltonian in an orthonormal basis, with lowest eigenvalue `E` attained by a normalised eigenvector. For two different basis states `r` and `s`, it says that |A_rs|² ≤ (A_rr − E)(A_ss − E), where the diagonal entries are the states' mean energies. The proof starts from the fact that `A` minus `E` times the identity is positive semidefinite. The two-by-two block of this shifted matrix belonging to `r` and `s` therefore has a nonnegative determinant, and written out with the help of Hermiticity, that is the inequality.

An attempt in Lean 4 with a fault in it:

```lean
import Mathlib

open Matrix
open scoped ComplexOrder

namespace SafeEpsteinNesbet

noncomputable section

/-- A normalized eigenvector `c` of `A` whose energy `E` is the lowest eigenvalue. -/
structure IsGroundState {m : Type*} [Fintype m] (A : Matrix m m ℂ) (E : ℝ) (c : m → ℂ) :
    Prop where
  normalized : ∑ i, ‖c i‖ ^ 2 = 1
  eigen : A *ᵥ c = (E : ℂ) • c
  lowest : ∀ (μ : ℝ) (v : m → ℂ), v ≠ 0 → A *ᵥ v = (μ : ℂ) • v → E ≤ μ

section Block

variable {m : Type*} [Fintype m] [DecidableEq m] {A : Matrix m m ℂ} {E : ℝ} {c : m → ℂ}

/-- Variational principle: a Hermitian matrix shifted down by its lowest eigenvalue is
positive semidefinite. -/
theorem shifted_posSemidef (hA : A.IsHermitian) (h : IsGroundState A E c) :
    (A - (E : ℂ) • (1 : Matrix m m ℂ)).PosSemidef := by
  have h1 : ((E : ℂ) • (1 : Matrix m m ℂ)).IsHermitian := by
    rw [Matrix.IsHermitian, conjTranspose_smul, conjTranspose_one, Complex.star_def,
      Complex.conj_ofReal]
  have hB := hA.sub h1
  rw [hB.posSemidef_iff_eigenvalues_nonneg]
  intro j
  -- an eigenvector of the shifted matrix is an eigenvector of `A`
  have hv := hB.mulVec_eigenvectorBasis j
  have hne : (hB.eigenvectorBasis j).ofLp ≠ 0 := fun h0 =>
    hB.eigenvectorBasis.orthonormal.ne_zero j (PiLp.ext fun i => congrFun h0 i)
  have hle := h.lowest (hB.eigenvalues j + E) _ hne (by
    rw [sub_mulVec, smul_mulVec, one_mulVec] at hv
    rw [sub_eq_iff_eq_add.mp hv]
    ext i
    simp [add_mul])
  show (0 : ℝ) ≤ hB.eigenvalues j
  linarith

/-- Level repulsion: the squared coupling of two basis states is at most the product of the
distances of their diagonal energies from the lowest eigenvalue. -/
theorem level_repulsion (hA : A.IsHermitian) (h : IsGroundState A E c) {r s : m}
    (hrs : r ≠ s) :
    ‖A r s‖ ^ 2 ≤ ((A r r).re - E) * ((A s s).re - E) := by
  -- the two-by-two principal minor of the shifted matrix is nonnegative
  have hd : 0 ≤ (A r r - (E : ℂ)) * (A s s - (E : ℂ)) - A r s * A s r := by
    simpa [det_fin_two, Matrix.one_apply, hrs, hrs.symm] using
      ((shifted_posSemidef hA h).submatrix ![r, s]).det_nonneg
  have e : A s r = star (A r s) := (hA.apply s r).symm
  have ir : (A r r).im = 0 := Complex.conj_eq_iff_im.1 (hA.apply r r)
  rw [e] at hd
  have h1 := (Complex.le_def.1 hd).1
  simp only [Complex.zero_re, Complex.sub_re, Complex.mul_re, Complex.sub_im,
    Complex.ofReal_re, Complex.ofReal_im, Complex.star_def, Complex.conj_re,
    Complex.conj_im, ir] at h1
  rw [Complex.sq_norm, Complex.normSq_apply]
  nlinarith [h1]

end Block

end

end SafeEpsteinNesbet
```

The error:

```
Main.lean:50:4: error: Type mismatch: After simplification, term
  PosSemidef.det_nonneg (PosSemidef.submatrix (shifted_posSemidef hA h) ![r, s])
 has type
  0 ≤
    det
      (vecCons (fun j => A r (![r, s] j) - if r = ![r, s] j then ↑E else 0)
        (vecCons (fun j => A s (![r, s] j) - if s = ![r, s] j then ↑E else 0) !![,,]))
but is expected to have type
  A r s * A s r ≤ (A r r - ↑E) * (A s s - ↑E)
```

Cause. The one error is a type mismatch in the step `hd`, which writes out the two-by-two determinant. `simpa` was given `det_fin_two`, the formula for such a determinant, along with the facts needed to work out the entries. But the message shows the determinant still standing after simplification, with its matrix rewritten as rows built by `vecCons`. So the formula was never applied to it, while the goal had become an inequality between products of entries, and the two could not match. The message doesn't say why `det_fin_two' failed to apply to the rewritten matrix.

The repair changes the order. It names the determinant fact `hdet` and expands it with `rw [det_fin_two]` while the matrix is still in its original `submatrix` form. `simpa` then has only single entries to work out, using `Matrix.one_apply` and the fact that `r` and `s` differ, and the result matches the goal. `det_fin_two` is dropped from the `simpa` list because its work is already done.

The repair, with which the file compiles:

```diff
@@ -48,6 +48,7 @@
   -- the two-by-two principal minor of the shifted matrix is nonnegative
   have hd : 0 ≤ (A r r - (E : ℂ)) * (A s s - (E : ℂ)) - A r s * A s r := by
-    simpa [det_fin_two, Matrix.one_apply, hrs, hrs.symm] using
-      ((shifted_posSemidef hA h).submatrix ![r, s]).det_nonneg
+    have hdet := ((shifted_posSemidef hA h).submatrix ![r, s]).det_nonneg
+    rw [det_fin_two] at hdet
+    simpa [Matrix.one_apply, hrs, hrs.symm] using hdet
   have e : A s r = star (A r s) := (hA.apply s r).symm
   have ir : (A r r).im = 0 := Complex.conj_eq_iff_im.1 (hA.apply r r)
```
